# The transition-voltage formula e0 / (√(a² + ab + b²) + b − a) for a symmetric junction, a = b = 1/2

The theorem `symmetric_transitionVoltage` evaluates a given formula for the transition voltage of a junction, e0 / (√(a² + ab + b²) + b − a), in the symmetric case a = b = 1/2. It states that the value is then 2 e0 / √3, for every real e0. The formula is taken as a definition, and nothing about the current through the junction is derived. The proof first shows that the square root equals √3 / 2, by writing the 3/4 under it as (√3 / 2)², and then puts this value into the formula and simplifies.

This version doesn't compile in Lean 4 with Mathlib:

```lean
import Mathlib

open Real

namespace SymmetricTransitionVoltage

noncomputable section

/-- The voltage `e0 / (√(a² + a b + b²) + b - a)`, for `a ≥ 0` and `b > 0`. -/
def transitionVoltage (e0 a b : ℝ) : ℝ :=
  e0 / (√(a ^ 2 + a * b + b ^ 2) + b - a)

/-- In a symmetric junction the transition voltage is `2 e0 / √3`. -/
theorem symmetric_transitionVoltage (e0 : ℝ) :
    transitionVoltage e0 (1 / 2) (1 / 2) = 2 * e0 / √3 := by
  have h3 : √3 ^ 2 = (3 : ℝ) := Real.sq_sqrt (by norm_num)
  have hs : √((1 / 2 : ℝ) ^ 2 + 1 / 2 * (1 / 2) + (1 / 2) ^ 2) = √3 / 2 := by
    rw [show (1 / 2 : ℝ) ^ 2 + 1 / 2 * (1 / 2) + (1 / 2) ^ 2 = (√3 / 2) ^ 2 by
      rw [div_pow, h3]; norm_num]
    exact Real.sqrt_sq (by positivity)
  unfold transitionVoltage
  rw [hs, show √3 / 2 + 1 / 2 - 1 / 2 = √3 / 2 by ring, div_div_eq_mul_div, mul_comm e0 2]

end

end SymmetricTransitionVoltage
```

The compiler's answer:

```
Main.lean:19:19: error: Tactic `rewrite` failed: Did not find an occurrence of the pattern
  √3 ^ 2
in the target expression
  1 ^ 2 / 2 ^ 2 + 1 / 2 * (1 / 2) + 1 ^ 2 / 2 ^ 2 = (√3 / 2) ^ 2

e0 : ℝ
h3 : √3 ^ 2 = 3
⊢ 1 ^ 2 / 2 ^ 2 + 1 / 2 * (1 / 2) + 1 ^ 2 / 2 ^ 2 = (√3 / 2) ^ 2
```

Cause. The error says that `rw` found no `√3 ^ 2` to replace when it came to `h3`. The step before it, `div_pow`, was meant to expand `(√3 / 2) ^ 2` on the right. But `rw` fixes the variables of a lemma at the first match it finds, and then rewrites only instances of that one expression. Here the first match was `(1 / 2) ^ 2`, so both copies of it on the left became `1 ^ 2 / 2 ^ 2`, while `(√3 / 2) ^ 2` stayed as it was. The square in it is of the whole quotient, so `√3 ^ 2` does not occur in the goal.

The repair replaces the rewrites and the `norm_num` after them with `linear_combination (-1 / 4) * h3`. The two sides of the goal differ by 3/4 − `√3 ^ 2` / 4, which is exactly −1/4 times the difference of the two sides of `h3`. `linear_combination` leaves this identity to `ring`, which expands the quotient's square itself, so no rewrite has to find its place.

Fix (accepted with no message):

```diff
@@ -17,5 +17,5 @@
   have hs : √((1 / 2 : ℝ) ^ 2 + 1 / 2 * (1 / 2) + (1 / 2) ^ 2) = √3 / 2 := by
     rw [show (1 / 2 : ℝ) ^ 2 + 1 / 2 * (1 / 2) + (1 / 2) ^ 2 = (√3 / 2) ^ 2 by
-      rw [div_pow, h3]; norm_num]
+      linear_combination (-1 / 4) * h3]
     exact Real.sqrt_sq (by positivity)
   unfold transitionVoltage
```
